# For central forces, the Huang conditions hold exactly when the bond stress is isotropic

Suppose elastic constants are to be extracted from a lattice model's force constants, and the sums that should be symmetric under exchange of two index pairs are not. One might blame noise in the force constants and symmetrise the numbers by hand. If every force-constant block has the exact central-force form, that hides the real cause: the bonds of the model carry anisotropic stress. The opposite misreading is also possible, since a symmetric result does not show that the lattice is stress-free. It may be under hydrostatic pressure.

For a finite set of bonds with central-force blocks, the mismatch can be written down exactly, and it contains only the stress. In simulations with such pair models, on a crystal with one atom per cell, the symmetry check is therefore a test for anisotropic stress in the model.

## Bonds, brackets and stress

```lean
import Mathlib

open Matrix

namespace CentralForceHuang

noncomputable section

variable {n : Type*} [DecidableEq n]
```

The type `n` is the set of Cartesian directions: three elements for a crystal, two for a plane. A bond vector R is a function `n → ℝ`, which assigns a component R_a to each direction a. The instance `DecidableEq n` lets Lean decide whether two directions are equal, as the Kronecker delta requires.

```lean
/-- Central-force block `Φ_ab(R) = -A(R) R_a R_b - B(R) δ_ab` of the bond vector `R`. -/
def forceConstant (A B : (n → ℝ) → ℝ) (R : n → ℝ) (a b : n) : ℝ :=
  -A R * R a * R b - B R * (1 : Matrix n n ℝ) a b
```

This is the block of force constants that couples an atom to its neighbour at R:

Φ_ab(R) = −A(R) R_a R_b − B(R) δ_ab

The delta is written as an entry of the identity matrix, `(1 : Matrix n n ℝ) a b`. The coefficients A and B are arbitrary real functions of the bond vector. A weights the part directed along the bond, and B is the part due to the tension the bond already carries. A bond at its natural length has B = 0.

```lean
/-- The bracket `[ab,cd] = -(1/2V) ∑ Φ_ab(R) R_c R_d` over the bond vectors in `s`. -/
def bracket (s : Finset (n → ℝ)) (A B : (n → ℝ) → ℝ) (V : ℝ) (a b c d : n) : ℝ :=
  -(1 / (2 * V)) * ∑ R ∈ s, forceConstant A B R a b * R c * R d
```

The finite set `s` holds the bond vectors from one atom to its neighbours, and V is the cell volume. The bracket is

[ab,cd] = −(1/2V) Σ_R Φ_ab(R) R_c R_d

The first index pair belongs to the force constants, the second to the positions, so nothing in the definition makes the two pairs interchangeable. The single sum over R describes a crystal with one atom per cell. With several atoms per cell, the bracket would also sum over the atoms of the cell, and the elastic constants would gain a contribution from internal displacements. Neither is modelled here.

```lean
/-- The stress `S_cd = (1/2V) ∑ B(R) R_c R_d` carried by the bonds. -/
def stress (s : Finset (n → ℝ)) (B : (n → ℝ) → ℝ) (V : ℝ) : Matrix n n ℝ :=
  Matrix.of fun c d => 1 / (2 * V) * ∑ R ∈ s, B R * R c * R d
```

The stress is a matrix with entries

S_cd = (1/2V) Σ_R B(R) R_c R_d

The factor 1/2 is the usual correction for a sum that meets each bond twice, as R and as −R. Positive B means a bond in tension, so an isotropic stress S = p·1 with positive p is a uniform tension, and the hydrostatic pressure is −p.

```lean
/-- The quartic bond sum `(1/2V) ∑ A(R) R_a R_b R_c R_d`. -/
def quartic (s : Finset (n → ℝ)) (A : (n → ℝ) → ℝ) (V : ℝ) (a b c d : n) : ℝ :=
  1 / (2 * V) * ∑ R ∈ s, A R * R a * R b * R c * R d
```

This names the other sum that will appear:

Q_abcd = (1/2V) Σ_R A(R) R_a R_b R_c R_d

Each term contains a product of four components of the same vector, so the order of the indices does not matter.

```lean
/-- The Huang conditions: `[ab,cd] = [cd,ab]` for all Cartesian indices. -/
def HuangConditions (s : Finset (n → ℝ)) (A B : (n → ℝ) → ℝ) (V : ℝ) : Prop :=
  ∀ a b c d, bracket s A B V a b c d = bracket s A B V c d a b
```

`HuangConditions` is the proposition that [ab,cd] = [cd,ab] for every choice of the four indices. Huang's conditions are also imposed on force constants from angular or many-body forces; the theorems below treat only the central-force blocks defined above.

## The block as a second derivative of a pair energy

```lean
/-- Derivative of a pair energy `w(|R|²)` when the bond vector is displaced along axis `a`. -/
theorem pair_energy_gradient [Fintype n] (w w₁ : ℝ → ℝ)
    (hw : ∀ x, HasDerivAt w (w₁ x) x)
    (R : n → ℝ) (a : n) :
    HasDerivAt (fun u : ℝ => w ((R + Pi.single a u) ⬝ᵥ (R + Pi.single a u)))
      (2 * w₁ (R ⬝ᵥ R) * R a) 0 := by
  -- the squared length is a quadratic polynomial in the displacement
  have hsq : ∀ u : ℝ, (R + Pi.single a u) ⬝ᵥ (R + Pi.single a u)
      = R ⬝ᵥ R + 2 * R a * u + u ^ 2 := by
    intro u
    simp only [dotProduct_add, add_dotProduct, single_dotProduct, dotProduct_single,
      Pi.add_apply, Pi.single_eq_same]
    ring
  have hq : HasDerivAt (fun u : ℝ => R ⬝ᵥ R + 2 * R a * u + u ^ 2) (2 * R a) 0 :=
    ((((hasDerivAt_id' (0 : ℝ)).const_mul (2 * R a)).const_add (R ⬝ᵥ R)).fun_add
      (hasDerivAt_pow 2 (0 : ℝ))).congr_deriv (by norm_num)
  simp only [hsq]
  have h := (hw (R ⬝ᵥ R + 2 * R a * 0 + 0 ^ 2)).comp (0 : ℝ) hq
  refine h.congr_deriv ?_
  have h0 : R ⬝ᵥ R + 2 * R a * 0 + 0 ^ 2 = R ⬝ᵥ R := by ring
  rw [h0]
  ring
```

The form of Φ need not be taken on trust. Let the energy of a bond be w(|R|²), and move the end of the bond by u along axis a. The squared length becomes

|R + u e_a|² = |R|² + 2 R_a u + u²

where e_a is the unit vector along a. Its derivative at u = 0 is 2 R_a, and the chain rule gives

d/du w = 2 w′(|R|²) R_a

In Lean, `w₁` stands for w′, and the hypothesis `hw` says that it is the derivative of `w` at every real number. `Pi.single a u` is the vector u e_a, and `⬝ᵥ` is the dot product. The step `hsq` expands the square, `hq` differentiates the polynomial, and `.comp` is the chain rule.

```lean
/-- Minus the second derivative of a pair energy `w(|R|²)` in the bond components `a`, `b` is the
central-force block with `A = 4 w''` and `B = 2 w'`. -/
theorem forceConstant_of_pair_energy [Fintype n] (w w₁ w₂ : ℝ → ℝ)
    (hw : ∀ x, HasDerivAt w (w₁ x) x)
    (hw₁ : ∀ x, HasDerivAt w₁ (w₂ x) x) (R : n → ℝ) (a b : n) :
    HasDerivAt (fun t : ℝ => deriv (fun u : ℝ =>
        w ((R + Pi.single b t + Pi.single a u) ⬝ᵥ (R + Pi.single b t + Pi.single a u))) 0)
      (-forceConstant (fun r => 4 * w₂ (r ⬝ᵥ r)) (fun r => 2 * w₁ (r ⬝ᵥ r)) R a b) 0 := by
  have hfun : (fun t : ℝ => deriv (fun u : ℝ =>
        w ((R + Pi.single b t + Pi.single a u) ⬝ᵥ (R + Pi.single b t + Pi.single a u))) 0)
      = fun t : ℝ => 2 * w₁ ((R + Pi.single b t) ⬝ᵥ (R + Pi.single b t))
          * (R + Pi.single b t : n → ℝ) a := by
    funext t
    exact (pair_energy_gradient w w₁ hw (R + Pi.single b t) a).deriv
  rw [hfun]
  have hc : HasDerivAt (fun t : ℝ => (R + Pi.single b t : n → ℝ) a)
      ((1 : Matrix n n ℝ) a b) 0 := by
    have he : (fun t : ℝ => (R + Pi.single b t : n → ℝ) a)
        = fun t : ℝ => R a + t * (1 : Matrix n n ℝ) a b := by
      funext t
      by_cases hab : a = b
      · subst hab
        simp
      · simp [hab]
    rw [he]
    exact (((hasDerivAt_id' (0 : ℝ)).mul_const _).const_add (R a)).congr_deriv (by ring)
  -- product rule: the bond stiffness and the bond tension
  have h := ((pair_energy_gradient w₁ w₂ hw₁ R b).const_mul 2).fun_mul hc
  refine h.congr_deriv ?_
  simp only [forceConstant, Pi.single_zero, add_zero]
  ring
```

Now displace the bond by t along axis b and differentiate the gradient 2 w′(|R|²) R_a. The product rule gives

d/dt [2 w′ R_a] = 2 · (2 w″ R_b) · R_a + 2 w′ δ_ab = 4 w″ R_a R_b + 2 w′ δ_ab

This is −Φ_ab with A = 4w″ and B = 2w′. The minus sign is physical: the bond energy depends on the difference of the two atoms' displacements, so a derivative with respect to one displacement of each atom picks up a sign.

The proof follows the same order. `hfun` replaces the inner derivative by the gradient just found, `hc` says that component a changes at rate δ_ab, and `fun_mul` is the product rule. The derivative of w′ comes from the previous theorem, applied to `w₁` in place of `w`.

The primes deserve care. They denote derivatives with respect to the squared length, not the length. For a potential φ(r) with r = |R|, the coefficients are

B = φ′/r
A = (φ″ − φ′/r)/r²

Writing A = φ″/r² instead loses a term whenever the bond is under tension or compression.

The hypotheses ask for w to be twice differentiable on the whole real line, which excludes, as they stand, potentials that diverge at zero distance, such as Lennard-Jones. It also excludes the harmonic spring ½k(r − r₀)² with natural length r₀ ≠ 0, because its w contains a square root that is not differentiable at zero. This restriction concerns only the two derivative theorems. The results that follow start from the block itself, with any A and B.

## What changes when the index pairs are exchanged

```lean
/-- The bracket is the quartic bond sum plus `δ_ab S_cd`. -/
theorem bracket_eq (s : Finset (n → ℝ)) (A B : (n → ℝ) → ℝ) (V : ℝ) (a b c d : n) :
    bracket s A B V a b c d
      = quartic s A V a b c d + (1 : Matrix n n ℝ) a b * stress s B V c d := by
  simp only [bracket, forceConstant, quartic, stress, Matrix.of_apply, Finset.mul_sum,
    ← Finset.sum_add_distrib]
  refine Finset.sum_congr rfl fun R _ => ?_
  ring
```

Insert the block into the bracket:

[ab,cd] = −(1/2V) Σ_R (−A R_a R_b − B δ_ab) R_c R_d
= (1/2V) Σ_R A R_a R_b R_c R_d + δ_ab (1/2V) Σ_R B R_c R_d
= Q_abcd + δ_ab S_cd

Lean moves the prefactors inside the sums, joins the two sums on the right into one, and compares the sides bond by bond. For each bond, `ring` confirms the algebra.

```lean
/-- Exchanging the index pairs changes the bracket by `δ_ab S_cd - δ_cd S_ab`. -/
theorem bracket_sub_bracket (s : Finset (n → ℝ)) (A B : (n → ℝ) → ℝ) (V : ℝ) (a b c d : n) :
    bracket s A B V a b c d - bracket s A B V c d a b
      = (1 : Matrix n n ℝ) a b * stress s B V c d
        - (1 : Matrix n n ℝ) c d * stress s B V a b := by
  -- the quartic part does not see the exchange
  have hq : quartic s A V a b c d = quartic s A V c d a b := by
    unfold quartic
    congr 1
    exact Finset.sum_congr rfl fun R _ => by ring
  rw [bracket_eq, bracket_eq, hq]
  ring
```

Write the same identity with the pairs exchanged:

[cd,ab] = Q_cdab + δ_cd S_ab

Since Q_cdab = Q_abcd, subtraction leaves

[ab,cd] − [cd,ab] = δ_ab S_cd − δ_cd S_ab

The step `hq` is the symmetry of Q. After both brackets are rewritten with `bracket_eq`, the quartic parts cancel. The coefficient A has disappeared, so however the stiffness along the bonds is chosen or fitted, it cannot cause or cure a mismatch.

```lean
/-- For central forces all Huang conditions hold if and only if the stress is a multiple of the
identity. -/
theorem huang_iff_isotropic_stress (s : Finset (n → ℝ)) (A B : (n → ℝ) → ℝ) (V : ℝ) :
    HuangConditions s A B V ↔ ∃ p : ℝ, stress s B V = p • (1 : Matrix n n ℝ) := by
  constructor
  · intro h
    rcases isEmpty_or_nonempty n with hn | ⟨⟨a⟩⟩
    · exact ⟨0, by ext c; exact hn.elim c⟩
    · -- the conditions with a = b express every stress component through `S_aa`
      refine ⟨stress s B V a a, ?_⟩
      ext c d
      have h1 := bracket_sub_bracket s A B V a a c d
      rw [h a a c d, sub_self, Matrix.one_apply_eq] at h1
      simp only [Matrix.smul_apply, smul_eq_mul]
      linear_combination -h1
  · rintro ⟨p, hp⟩ a b c d
    have h1 := bracket_sub_bracket s A B V a b c d
    rw [hp] at h1
    simp only [Matrix.smul_apply, smul_eq_mul] at h1
    linear_combination h1
```

The theorem reads: the Huang conditions hold if and only if there is a real number p with S = p·1. Here `•` multiplies a matrix by a number.

For the forward direction, assume the conditions and set b = a for one fixed direction a, with no summation over it. The left side of the difference formula vanishes and δ_aa = 1, so

0 = S_cd − δ_cd S_aa

Hence S_cd = S_aa δ_cd for all c and d, and p = S_aa. This is the witness that Lean supplies as `stress s B V a a`. The separate case at the start deals with an empty set of directions, where there is no a to choose and nothing to prove.

For the converse, insert S = p·1:

[ab,cd] − [cd,ab] = δ_ab p δ_cd − δ_cd p δ_ab = 0

In both directions `linear_combination` closes the goal by showing that it follows from the difference formula by linear algebra. In one dimension both sides of the equivalence are always true, since every 1×1 matrix is a multiple of the identity.

## Cubic shells pass, a stretched chain fails

```lean
/-- If the bonds and their `B` are invariant under reflection of each coordinate and exchange of
any two coordinates, all Huang conditions hold. -/
theorem huang_of_cubic_symmetry (s : Finset (n → ℝ)) (A B : (n → ℝ) → ℝ) (V : ℝ)
    (hflip : ∀ R ∈ s, ∀ c, Function.update R c (-R c) ∈ s ∧
      B (Function.update R c (-R c)) = B R)
    (hswap : ∀ R ∈ s, ∀ c d, (fun i => R (Equiv.swap c d i)) ∈ s ∧
      B (fun i => R (Equiv.swap c d i)) = B R) :
    HuangConditions s A B V := by
  rw [huang_iff_isotropic_stress]
  rcases isEmpty_or_nonempty n with hn | ⟨⟨a⟩⟩
  · exact ⟨0, by ext c; exact hn.elim c⟩
  refine ⟨stress s B V a a, ?_⟩
  ext c d
  simp only [Matrix.smul_apply, smul_eq_mul]
  by_cases hcd : c = d
  · -- exchanging two axes equalises the diagonal stresses
    subst hcd
    rw [Matrix.one_apply_eq, mul_one]
    simp only [stress, Matrix.of_apply]
    congr 1
    refine Finset.sum_nbij' (fun R i => R (Equiv.swap c a i)) (fun R i => R (Equiv.swap c a i))
      (fun R hR => (hswap R hR c a).1) (fun R hR => (hswap R hR c a).1)
      (fun R _ => by funext i; simp) (fun R _ => by funext i; simp) (fun R hR => ?_)
    rw [(hswap R hR c a).2]
    simp only [Equiv.swap_apply_right]
  · -- reflecting one axis reverses the shear stress
    have h : ∑ R ∈ s, B R * R c * R d = ∑ R ∈ s, -(B R * R c * R d) := by
      refine Finset.sum_nbij' (fun R => Function.update R c (-R c))
        (fun R => Function.update R c (-R c))
        (fun R hR => (hflip R hR c).1) (fun R hR => (hflip R hR c).1)
        (fun R _ => by simp) (fun R _ => by simp) (fun R hR => ?_)
      rw [(hflip R hR c).2, Function.update_self, Function.update_of_ne (Ne.symm hcd)]
      ring
    rw [Finset.sum_neg_distrib] at h
    have h0 : ∑ R ∈ s, B R * R c * R d = 0 := by linarith
    simp only [stress, Matrix.of_apply]
    rw [h0, Matrix.one_apply_ne hcd, mul_zero, mul_zero]
```

Symmetry can guarantee an isotropic stress without any calculation of its value. The hypothesis `hflip` says that reversing one component of a bond gives another bond in the set with the same B; `hswap` says the same for exchanging two components. Complete neighbour shells of the simple, face-centred and body-centred cubic lattices, with axes along the cube edges and B depending only on length, satisfy both. No symmetry of A is required.

For c ≠ d, relabel the sum by reflecting component c. Each term changes sign, so

Σ_R B R_c R_d = −Σ_R B R_c R_d

and the off-diagonal stress is zero. For the diagonal, relabel by exchanging components c and a:

Σ_R B R_c² = Σ_R B R_a²

All diagonal entries are therefore equal, S is a multiple of the identity, and the previous theorem gives the Huang conditions.

The relabelling is done by `Finset.sum_nbij'`, which asks for a map on the bonds, its inverse, and a proof that corresponding terms agree. A reflection and an exchange each undo themselves, so the same map serves as its own inverse. In the code, `Function.update R c (-R c)` is the reflected vector, and `Equiv.swap c d` exchanges two directions.

```lean
/-- In the plane, two opposite unit bonds along one axis with the same `B = b ≠ 0` violate the
Huang conditions, whatever `A` is. -/
theorem not_huang_uniaxial (A : (Fin 2 → ℝ) → ℝ) (b V : ℝ) (hb : b ≠ 0) (hV : V ≠ 0) :
    ¬ HuangConditions {![1, 0], ![-1, 0]} A (fun _ => b) V := by
  intro h
  obtain ⟨p, hp⟩ := (huang_iff_isotropic_stress _ _ _ _).1 h
  have hne : (![1, 0] : Fin 2 → ℝ) ≠ ![-1, 0] := by
    intro he
    have h0 := congrFun he 0
    norm_num at h0
  have h00 : stress {![1, 0], ![-1, 0]} (fun _ : Fin 2 → ℝ => b) V 0 0 = b / V := by
    simp only [stress, Matrix.of_apply]
    rw [Finset.sum_pair hne]
    simp only [Matrix.cons_val_zero]
    ring
  have h11 : stress {![1, 0], ![-1, 0]} (fun _ : Fin 2 → ℝ => b) V 1 1 = 0 := by
    simp only [stress, Matrix.of_apply]
    rw [Finset.sum_pair hne]
    simp
  rw [hp] at h00 h11
  simp only [Matrix.smul_apply, Matrix.one_apply_eq, smul_eq_mul, mul_one] at h00 h11
  exact div_ne_zero hb hV (h00.symm.trans h11)

end

end CentralForceHuang
```

The last theorem shows that the conditions can really fail. Take the plane, whose directions Lean numbers 0 and 1, and two bonds (1, 0) and (−1, 0), both with B = b ≠ 0. This describes parallel chains that do not interact with each other, with V now the area per atom. They are under tension for b > 0 and under compression for b < 0; in the compressed case the straight chains are unstable to sideways displacements, but the algebra is the same. The diagonal stresses are

S_00 = (1/2V)(b + b) = b/V
S_11 = 0

If the Huang conditions held, both would equal the same p, which would force b/V = 0. That contradicts b ≠ 0 and V ≠ 0. The violated condition can be read from the difference formula:

[00,11] − [11,00] = S_11 − S_00 = −b/V

The proof computes the two entries as `h00` and `h11`, using `hne` to make sure that the two bonds are distinct and both are counted. The function A is left free throughout, so no choice of longitudinal stiffness restores the symmetry.

```lean
#print axioms CentralForceHuang.forceConstant_of_pair_energy
#print axioms CentralForceHuang.huang_iff_isotropic_stress
#print axioms CentralForceHuang.huang_of_cubic_symmetry
#print axioms CentralForceHuang.not_huang_uniaxial
```

```
'CentralForceHuang.forceConstant_of_pair_energy' depends on axioms: [propext, Classical.choice, Quot.sound]
'CentralForceHuang.huang_iff_isotropic_stress' depends on axioms: [propext, Classical.choice, Quot.sound]
'CentralForceHuang.huang_of_cubic_symmetry' depends on axioms: [propext, Classical.choice, Quot.sound]
'CentralForceHuang.not_huang_uniaxial' depends on axioms: [propext, Classical.choice, Quot.sound]
```
